# Courant's nodal bound for the product modes of a square box

A particle moves freely in the open square $(0,\pi)^2$ with hard walls. Units are chosen so that the Hamiltonian is minus the Laplacian. The quantum numbers $m,n$ are natural numbers, taken positive wherever nodal domains are counted.

```lean
import Mathlib

open Real

namespace SquareBoxCourant

noncomputable section
```

The mode is $u_{m,n}(x,y)=\sin(mx)\sin(ny)$, a real function on the whole plane. For $m,n>0$, the normalised state on the square is $(2/\pi)\,u_{m,n}$, which has the same zeros there; if $m$ or $n$ is $0$, the function vanishes identically and is not a state.

```lean
/-- The product mode sin(mx) sin(ny) of the square box of side π. -/
def mode (m n : ℕ) (p : ℝ × ℝ) : ℝ := sin (m * p.1) * sin (n * p.2)
```

Let $\Omega_{m,n}$ be the set of points of the open square where $u_{m,n}\neq0$.

```lean
/-- The points of the open square at which the mode does not vanish. -/
def offNodes (m n : ℕ) : Set (ℝ × ℝ) :=
  {p | p ∈ Set.Ioo 0 π ×ˢ Set.Ioo 0 π ∧ mode m n p ≠ 0}
```

The nodal domains are the connected components of $\Omega_{m,n}$. In Lean, `connectedComponentIn` gives the component containing a point, and `nodalDomains` collects these components as a set of sets, so each is counted once.

```lean
/-- The nodal domains: connected components of the open square without the nodal lines. -/
def nodalDomains (m n : ℕ) : Set (Set (ℝ × ℝ)) :=
  (fun p => connectedComponentIn (offNodes m n) p) '' offNodes m n
```

Let $L_{m,n}$ be the set of positive pairs $(p,q)$ with $p^2+q^2<m^2+n^2$. Degenerate modes such as $(1,2)$ and $(2,1)$ count separately, and modes level with $(m,n)$ are left out.

```lean
/-- The pairs of positive quantum numbers with p² + q² below m² + n². -/
def lowerModes (m n : ℕ) : Set (ℕ × ℕ) :=
  {p | 0 < p.1 ∧ 0 < p.2 ∧ p.1 ^ 2 + p.2 ^ 2 < m ^ 2 + n ^ 2}
```

For $m,n>0$, write $S^m_i=(i\pi/m,\,(i+1)\pi/m)$ for a slot, with $i$ counted from $0$, and $C_{ij}=S^m_i\times S^n_j$ for a cell.

```lean
/-- The open interval between the neighbouring zeros iπ/m and (i+1)π/m of sin(mx), for m > 0. -/
def slot (m i : ℕ) : Set ℝ := Set.Ioo (i * π / m) ((i + 1) * π / m)

/-- The open rectangle in column i and row j of the nodal grid, for m, n > 0. -/
def cell (m n i j : ℕ) : Set (ℝ × ℝ) := slot m i ×ˢ slot n j
```

## (a) The energy of a mode

Show that
$$\partial_x^2u_{m,n}+\partial_y^2u_{m,n}=-(m^2+n^2)\,u_{m,n}.$$

For constants $k,c$, the first derivative of $c\sin(ks)$ is $ck\cos(ks)$ and the second is $-k^2c\sin(ks)$. Take $k=m$, $c=\sin(ny)$ for the $x$-derivative and $k=n$, $c=\sin(mx)$ for the $y$-derivative, then add. In the code, `key` is this one-variable calculation, used twice.

```lean
/-- The mode solves the Helmholtz equation: its Laplacian is -(m² + n²) times the mode. -/
theorem mode_helmholtz (m n : ℕ) (x y : ℝ) :
    deriv (deriv fun s => mode m n (s, y)) x + deriv (deriv fun t => mode m n (x, t)) y
      = -((m : ℝ) ^ 2 + (n : ℝ) ^ 2) * mode m n (x, y) := by
  have key : ∀ k c z : ℝ,
      deriv (deriv fun s => sin (k * s) * c) z = -k ^ 2 * (sin (k * z) * c) := by
    intro k c z
    have hk : ∀ s : ℝ, HasDerivAt (fun s => k * s) k s := fun s => by
      simpa using (hasDerivAt_id s).const_mul k
    have h1 : (deriv fun s => sin (k * s) * c) = fun s => cos (k * s) * k * c :=
      funext fun s => ((hk s).sin.mul_const c).deriv
    rw [h1, (((hk z).cos.mul_const k).mul_const c).deriv]
    ring
  have hx : (fun s => mode m n (s, y)) = fun s => sin (m * s) * sin (n * y) := rfl
  have hy : (fun t => mode m n (x, t)) = fun t => sin (n * t) * sin (m * x) :=
    funext fun t => mul_comm _ _
  rw [hx, hy, key, key, mode]
  ring
```

## (b) Slots in terms of the phase

For $m>0$, show that
$$x\in S^m_i\iff i\pi<mx<(i+1)\pi.$$

Multiply both inequalities defining the slot by $m>0$.

```lean
/-- A point lies in slot i exactly when the phase mx lies between iπ and (i+1)π. -/
theorem mem_slot {m : ℕ} (hm : 0 < m) (i : ℕ) (x : ℝ) :
    x ∈ slot m i ↔ i * π < m * x ∧ m * x < (i + 1) * π := by
  have h : (0 : ℝ) < m := by exact_mod_cast hm
  rw [slot, Set.mem_Ioo, div_lt_iff₀ h, lt_div_iff₀ h, mul_comm x]
```

## (c) The slots cover everything but the zeros

Let $m>0$, $0<x<\pi$ and $\sin(mx)\ne0$. Show that
$$x\in S^m_i\quad\text{for some } i<m.$$

Take $i=\lfloor mx/\pi\rfloor$. Since $0<mx/\pi<m$, we have $i<m$. The floor gives $i\pi\le mx<(i+1)\pi$, and equality on the left would make $\sin(mx)$ vanish. Part (b) finishes the argument.

```lean
/-- Every point of (0, π) that is not a zero of sin(mx) lies in one of the m slots. -/
theorem exists_slot {m : ℕ} (hm : 0 < m) {x : ℝ} (hx : x ∈ Set.Ioo 0 π)
    (hs : sin (m * x) ≠ 0) : ∃ i < m, x ∈ slot m i := by
  have h : (0 : ℝ) < m := by exact_mod_cast hm
  have h0 : 0 ≤ m * x / π := div_nonneg (mul_nonneg h.le hx.1.le) pi_pos.le
  refine ⟨⌊m * x / π⌋₊, ?_, (mem_slot hm _ x).2 ⟨?_, ?_⟩⟩
  · rw [Nat.floor_lt h0, div_lt_iff₀ pi_pos]
    exact mul_lt_mul_of_pos_left hx.2 h
  · refine lt_of_le_of_ne ((le_div_iff₀ pi_pos).1 (Nat.floor_le h0)) fun e => hs ?_
    rw [← e]
    exact sin_nat_mul_pi _
  · exact (div_lt_iff₀ pi_pos).1 (Nat.lt_floor_add_one _)
```

## (d) A connected set cannot cross a zero

Let $m>0$, and let $T\subseteq\mathbb R$ be connected with $\sin(mx)\neq0$ on $T$. Show that
$$T\cap S^m_i\neq\emptyset\implies T\subseteq S^m_i.$$

Let $x\in T\cap S^m_i$ and $y\in T$. A connected subset of the line contains every point between two of its members. If $y\le i\pi/m$, then $i\pi/m$ lies in $T$, although $\sin(m\cdot i\pi/m)=0$. If $y\ge(i+1)\pi/m$, the other end point gives the same contradiction. The betweenness property is `hT.ordConnected.out`.

```lean
/-- A connected set of positions that avoids the zeros of sin(mx) stays within one slot. -/
theorem subset_slot {m i : ℕ} (hm : 0 < m) {T : Set ℝ} (hT : IsPreconnected T)
    (hz : ∀ x ∈ T, sin (m * x) ≠ 0) {x : ℝ} (hx : x ∈ T) (hi : x ∈ slot m i) :
    T ⊆ slot m i := by
  have h : (m : ℝ) ≠ 0 := by exact_mod_cast hm.ne'
  have key : ∀ k : ℕ, (k : ℝ) * π / m ∉ T := by
    intro k hk
    apply hz _ hk
    rw [mul_div_cancel₀ _ h]
    exact sin_nat_mul_pi k
  intro y hy
  rw [slot, Set.mem_Ioo] at hi ⊢
  -- leaving the slot would force the set through one of its end points
  constructor
  · by_contra hc
    exact key i (hT.ordConnected.out hy hx ⟨not_lt.mp hc, hi.1.le⟩)
  · by_contra hc
    have hk := key (i + 1)
    push_cast at hk
    exact hk (hT.ordConnected.out hx hy ⟨hi.2.le, not_lt.mp hc⟩)
```

## (e) Cells contain no nodes

For $i<m$ and $j<n$, show that
$$C_{ij}\subseteq\Omega_{m,n}.$$

If $x\in S^m_i$, then $0\le i\pi<mx<(i+1)\pi\le m\pi$, so $0<x<\pi$. Were $\sin(mx)=0$, then $mx=k\pi$ for an integer $k$ with $i<k<i+1$, which is impossible. The same holds for $y$, and a product of non-zero factors is non-zero.

```lean
/-- The cells of the nodal grid lie in the open square and contain no node. -/
theorem cell_subset {m n i j : ℕ} (hi : i < m) (hj : j < n) :
    cell m n i j ⊆ offNodes m n := by
  have key : ∀ (m i : ℕ) (x : ℝ), i < m → x ∈ slot m i →
      x ∈ Set.Ioo 0 π ∧ sin (m * x) ≠ 0 := by
    intro m i x hi hx
    have h : (0 : ℝ) < m := by exact_mod_cast (Nat.zero_le i).trans_lt hi
    have hi' : (i : ℝ) + 1 ≤ m := by exact_mod_cast hi
    obtain ⟨h1, h2⟩ := (mem_slot ((Nat.zero_le i).trans_lt hi) i x).1 hx
    have h3 : 0 ≤ (i : ℝ) * π := by positivity
    have h4 : ((i : ℝ) + 1) * π ≤ m * π := mul_le_mul_of_nonneg_right hi' pi_pos.le
    refine ⟨⟨lt_of_mul_lt_mul_left (by linarith : (m : ℝ) * 0 < m * x) h.le,
      lt_of_mul_lt_mul_left (h2.trans_le h4) h.le⟩, fun hs => ?_⟩
    obtain ⟨k, hk⟩ := sin_eq_zero_iff.1 hs
    rw [← hk] at h1 h2
    have h5 : (i : ℝ) < k := lt_of_mul_lt_mul_right h1 pi_pos.le
    have h6 : (k : ℝ) < i + 1 := lt_of_mul_lt_mul_right h2 pi_pos.le
    have h7 : (i : ℤ) < k := by exact_mod_cast h5
    have h8 : k < (i : ℤ) + 1 := by exact_mod_cast h6
    omega
  intro p hp
  have h1 := key m i p.1 hi hp.1
  have h2 := key n j p.2 hj hp.2
  exact ⟨⟨h1.1, h2.1⟩, mul_ne_zero h1.2 h2.2⟩
```

## (f) Each cell is a whole nodal domain

Let $i<m$, $j<n$ and $P\in C_{ij}$. Show that the component $K$ of $\Omega_{m,n}$ containing $P$ satisfies
$$K=C_{ij}.$$

The projection of $K$ to the $x$-axis is a continuous image of a connected set, hence connected, and it avoids the zeros of $\sin(mx)$. By (d) it stays in $S^m_i$. Likewise the $y$-projection stays in $S^n_j$, so $K\subseteq C_{ij}$. Conversely, $C_{ij}$ is a product of intervals, so it is connected. It contains $P$ and lies in $\Omega_{m,n}$ by (e), so $C_{ij}\subseteq K$. `Set.Subset.antisymm` joins the two inclusions.

```lean
/-- The nodal domain of a point in a grid cell is that cell. -/
theorem component_eq_cell {m n i j : ℕ} (hi : i < m) (hj : j < n) {p : ℝ × ℝ}
    (hp : p ∈ cell m n i j) : connectedComponentIn (offNodes m n) p = cell m n i j := by
  have hc : IsPreconnected (connectedComponentIn (offNodes m n) p) :=
    isPreconnected_connectedComponentIn
  have hsub := connectedComponentIn_subset (offNodes m n) p
  have hpc := mem_connectedComponentIn (cell_subset hi hj hp)
  apply Set.Subset.antisymm
  · intro q hq
    constructor
    · refine subset_slot (by omega) (hc.image Prod.fst continuous_fst.continuousOn) ?_
        (Set.mem_image_of_mem _ hpc) hp.1 (Set.mem_image_of_mem _ hq)
      rintro _ ⟨r, hr, rfl⟩
      exact left_ne_zero_of_mul (hsub hr).2
    · refine subset_slot (by omega) (hc.image Prod.snd continuous_snd.continuousOn) ?_
        (Set.mem_image_of_mem _ hpc) hp.2 (Set.mem_image_of_mem _ hq)
      rintro _ ⟨r, hr, rfl⟩
      exact right_ne_zero_of_mul (hsub hr).2
  · exact (isPreconnected_Ioo.prod isPreconnected_Ioo).subset_connectedComponentIn hp
      (cell_subset hi hj)
```

## (g) The number of nodal domains

For $m,n>0$, show that
$$\#\{\text{nodal domains of }u_{m,n}\}=mn.$$

By (c) every point of $\Omega_{m,n}$ lies in a cell, so by (f) every nodal domain is a cell. Conversely, each cell contains its midpoint $((i+\tfrac12)\pi/m,\,(j+\tfrac12)\pi/n)$ and is that point's nodal domain. This identification is `himg`.

Different index pairs give different cells: a point in both $S^m_i$ and $S^m_{i'}$ forces $i<i'+1$ and $i'<i+1$, so $i=i'$, and similarly for $j$. There are $mn$ index pairs.

```lean
/-- The mode sin(mx) sin(ny) has exactly mn nodal domains in the square. -/
theorem ncard_nodalDomains {m n : ℕ} (hm : 0 < m) (hn : 0 < n) :
    (nodalDomains m n).ncard = m * n := by
  have mid : ∀ k i : ℕ, 0 < k → ((i : ℝ) + 1 / 2) * π / k ∈ slot k i := by
    intro k i hk
    have h : (k : ℝ) ≠ 0 := by exact_mod_cast hk.ne'
    rw [mem_slot hk, mul_div_cancel₀ _ h]
    constructor <;> nlinarith [pi_pos]
  have uniq : ∀ (k i i' : ℕ) (x : ℝ), 0 < k → x ∈ slot k i → x ∈ slot k i' → i = i' := by
    intro k i i' x hk h h'
    rw [mem_slot hk] at h h'
    have h1 : (i : ℝ) < i' + 1 := lt_of_mul_lt_mul_right (h.1.trans h'.2) pi_pos.le
    have h2 : (i' : ℝ) < i + 1 := lt_of_mul_lt_mul_right (h'.1.trans h.2) pi_pos.le
    have h3 : i < i' + 1 := by exact_mod_cast h1
    have h4 : i' < i + 1 := by exact_mod_cast h2
    omega
  -- the nodal domains are the cells of the m by n grid
  have himg : nodalDomains m n = (fun k : ℕ × ℕ => cell m n k.1 k.2) ''
      (↑(Finset.range m ×ˢ Finset.range n) : Set (ℕ × ℕ)) := by
    ext C
    constructor
    · rintro ⟨p, hp, rfl⟩
      obtain ⟨i, hi, hpi⟩ := exists_slot hm hp.1.1 (left_ne_zero_of_mul hp.2)
      obtain ⟨j, hj, hpj⟩ := exists_slot hn hp.1.2 (right_ne_zero_of_mul hp.2)
      exact ⟨(i, j), by simp [hi, hj], (component_eq_cell hi hj ⟨hpi, hpj⟩).symm⟩
    · rintro ⟨⟨i, j⟩, hk, rfl⟩
      simp only [Finset.mem_coe, Finset.mem_product, Finset.mem_range] at hk
      have hp : (((i : ℝ) + 1 / 2) * π / m, ((j : ℝ) + 1 / 2) * π / n) ∈ cell m n i j :=
        ⟨mid m i hm, mid n j hn⟩
      exact ⟨_, cell_subset hk.1 hk.2 hp, component_eq_cell hk.1 hk.2 hp⟩
  rw [himg, Set.InjOn.ncard_image, Set.ncard_coe_finset, Finset.card_product,
    Finset.card_range, Finset.card_range]
  rintro ⟨i, j⟩ _ ⟨i', j'⟩ _ h
  have h' : cell m n i j = cell m n i' j' := h
  have hp : (((i : ℝ) + 1 / 2) * π / m, ((j : ℝ) + 1 / 2) * π / n) ∈ cell m n i j :=
    ⟨mid m i hm, mid n j hn⟩
  have hp' := hp
  rw [h'] at hp'
  exact Prod.ext (uniq m i i' _ hm hp.1 hp'.1) (uniq n j j' _ hn hp.2 hp'.2)
```

## (h) A finite search for the lower modes

Show that
$$L_{m,n}=\{(p,q):1\le p,q\le m+n,\ p^2+q^2<m^2+n^2\}.$$

If $(p,q)\in L_{m,n}$, then $p^2<m^2+n^2\le(m+n)^2$, so $p<m+n$, and likewise for $q$. The other inclusion is immediate. Finiteness matters because Lean's `ncard` assigns $0$ to an infinite set.

```lean
/-- The lower modes form a finite set, found by searching quantum numbers up to m + n. -/
theorem lowerModes_eq (m n : ℕ) :
    lowerModes m n = ↑((Finset.Icc 1 (m + n) ×ˢ Finset.Icc 1 (m + n)).filter
      fun p => p.1 ^ 2 + p.2 ^ 2 < m ^ 2 + n ^ 2) := by
  have key : ∀ a b : ℕ, a ^ 2 + b ^ 2 < m ^ 2 + n ^ 2 → a ≤ m + n := by
    intro a b h
    by_contra hc
    have h1 := Nat.mul_le_mul (not_le.mp hc).le (not_le.mp hc).le
    nlinarith [Nat.zero_le (m * n), Nat.zero_le (b ^ 2)]
  ext ⟨p, q⟩
  simp only [lowerModes, Set.mem_ofPred_eq, Finset.mem_coe, Finset.mem_filter,
    Finset.mem_product, Finset.mem_Icc]
  constructor
  · rintro ⟨hp, hq, h⟩
    exact ⟨⟨⟨hp, key p q h⟩, ⟨hq, key q p (by omega)⟩⟩, h⟩
  · rintro ⟨⟨hp, hq⟩, h⟩
    exact ⟨hp.1, hq.1, h⟩
```

## (i) A rectangle of lower modes

Show that
$$\{1,\dots,m\}\times\{1,\dots,n\}\subseteq\{(m,n)\}\cup L_{m,n}.$$

Let $1\le p\le m$ and $1\le q\le n$. If $(p,q)\neq(m,n)$, at least one of the upper bounds is strict. Squaring preserves the order, so $p^2+q^2<m^2+n^2$.

```lean
/-- Each pair of positive quantum numbers up to (m, n) is (m, n) itself or a lower mode. -/
theorem rectangle_subset (m n : ℕ) :
    (↑(Finset.Icc 1 m ×ˢ Finset.Icc 1 n) : Set (ℕ × ℕ)) ⊆ insert (m, n) (lowerModes m n) := by
  rintro ⟨p, q⟩ h
  simp only [Finset.mem_coe, Finset.mem_product, Finset.mem_Icc] at h
  obtain ⟨⟨hp, hpm⟩, hq, hqn⟩ := h
  by_cases e : p = m ∧ q = n
  · exact Or.inl (Prod.ext e.1 e.2)
  · refine Or.inr ⟨hp, hq, ?_⟩
    change p ^ 2 + q ^ 2 < m ^ 2 + n ^ 2
    have h1 := Nat.pow_le_pow_left hpm 2
    have h2 := Nat.pow_le_pow_left hqn 2
    rcases Nat.lt_or_ge p m with h | h
    · have h3 := Nat.pow_lt_pow_left h two_ne_zero
      omega
    · have h3 := Nat.pow_lt_pow_left (by omega : q < n) two_ne_zero
      omega
```

## (j) The bound and its equality cases

For $m,n>0$, show that
$$\#\{\text{nodal domains of }u_{m,n}\}\le1+\#L_{m,n},$$
with equality exactly for $(1,1),(1,2),(2,1),(2,2)$.

The rectangle in (i) has $mn$ elements and the set containing it has at most $1+\#L_{m,n}$. With (g), this is the bound.

Suppose an index is at least $3$. If $m\le n$, then $n\ge3$ and
$$(m+1)^2+1=m^2+2m+2\le m^2+2n+2<m^2+n^2,$$
because $n^2\ge3n\ge2n+3$. So $(m+1,1)$ is a lower mode outside the rectangle. If $n\le m$, the pair $(1,n+1)$ serves in the same way. The inclusion in (i) is then strict between finite sets, and so is the bound.

Four modes remain:

| $(m,n)$ | Nodal domains | Lower modes |
|---|---|---|
| $(1,1)$ | 1 | none |
| $(1,2)$ | 2 | $(1,1)$ |
| $(2,1)$ | 2 | $(1,1)$ |
| $(2,2)$ | 4 | $(1,1),(1,2),(2,1)$ |

Equality holds in each row. The code splits on `3 ≤ m ∨ 3 ≤ n`, and `decide` evaluates the four finite counts supplied by (h).

```lean
/-- Courant bound in the square box: the number of nodal domains of sin(mx) sin(ny) is at most
one plus the number of lower modes, with equality exactly for (1,1), (1,2), (2,1) and (2,2). -/
theorem courant_bound {m n : ℕ} (hm : 0 < m) (hn : 0 < n) :
    (nodalDomains m n).ncard ≤ 1 + (lowerModes m n).ncard ∧
    ((nodalDomains m n).ncard = 1 + (lowerModes m n).ncard ↔
      (m, n) ∈ ({(1, 1), (1, 2), (2, 1), (2, 2)} : Set (ℕ × ℕ))) := by
  rw [ncard_nodalDomains hm hn]
  have hfin : (lowerModes m n).Finite := by
    rw [lowerModes_eq]
    exact Finset.finite_toSet _
  have hR : (↑(Finset.Icc 1 m ×ˢ Finset.Icc 1 n) : Set (ℕ × ℕ)).ncard = m * n := by
    rw [Set.ncard_coe_finset, Finset.card_product, Nat.card_Icc, Nat.card_Icc,
      Nat.add_sub_cancel, Nat.add_sub_cancel]
  have hins := Set.ncard_insert_le (m, n) (lowerModes m n)
  have hle := Set.ncard_le_ncard (rectangle_subset m n) (hfin.insert (m, n))
  refine ⟨by omega, ?_⟩
  by_cases h : 3 ≤ m ∨ 3 ≤ n
  · -- a lower mode outside the rectangle makes the bound strict
    have hex : ∃ p ∈ lowerModes m n, ¬(p.1 ≤ m ∧ p.2 ≤ n) := by
      rcases le_total m n with hmn | hmn
      · have h3 := Nat.mul_le_mul_right n (by omega : 3 ≤ n)
        refine ⟨(m + 1, 1), ⟨Nat.succ_pos m, one_pos, ?_⟩, fun hc => by simp at hc⟩
        change (m + 1) ^ 2 + 1 ^ 2 < m ^ 2 + n ^ 2
        nlinarith [(by omega : 3 ≤ n)]
      · have h3 := Nat.mul_le_mul_right m (by omega : 3 ≤ m)
        refine ⟨(1, n + 1), ⟨one_pos, Nat.succ_pos n, ?_⟩, fun hc => by simp at hc⟩
        change 1 ^ 2 + (n + 1) ^ 2 < m ^ 2 + n ^ 2
        nlinarith [(by omega : 3 ≤ m)]
    obtain ⟨p, hp, hout⟩ := hex
    have hlt := Set.ncard_lt_ncard ((Set.ssubset_iff_of_subset (rectangle_subset m n)).2
      ⟨p, Or.inr hp, fun hc => hout (by
        simp only [Finset.mem_coe, Finset.mem_product, Finset.mem_Icc] at hc
        exact ⟨hc.1.2, hc.2.2⟩)⟩) (hfin.insert (m, n))
    constructor
    · intro e
      omega
    · intro hmem
      simp only [Set.mem_insert_iff, Set.mem_singleton_iff, Prod.mk.injEq] at hmem
      omega
  · -- the four remaining modes are counted one by one
    have hm2 : m = 1 ∨ m = 2 := by omega
    have hn2 : n = 1 ∨ n = 2 := by omega
    rw [lowerModes_eq, Set.ncard_coe_finset]
    rcases hm2 with rfl | rfl <;> rcases hn2 with rfl | rfl <;>
      exact iff_of_true (by decide) (by simp)

end

end SquareBoxCourant
```

```lean
#print axioms SquareBoxCourant.mode_helmholtz
-- 'SquareBoxCourant.mode_helmholtz' depends on axioms: [propext, Classical.choice, Quot.sound]
#print axioms SquareBoxCourant.courant_bound
-- 'SquareBoxCourant.courant_bound' depends on axioms: [propext, Classical.choice, Quot.sound]
```

## What the count says about the spectrum

For one particle in this square box, a product mode with $mn$ nodal domains has at least $mn-1$ product modes strictly below it in energy. Courant's general theorem treats all eigenfunctions, including superpositions of degenerate modes such as $\sin x\sin2y+\sin2x\sin y$, whose nodal lines need not form a grid. Reading $\#L_{m,n}$ as the number of independent states below the energy $m^2+n^2$ also uses the completeness of the sine products, a standard fact taken from outside the file.

In the smallest case, $(1,1)$, the whole square is one nodal domain and nothing lies below it, so the bound reads $1\le1$.

The right-hand side could have been modelled by counting distinct energies instead of modes. The inequality would then fail at $(2,2)$: only the energies $2$ and $5$ lie below $8$, giving $1+2=3$ against four nodal domains. Degeneracy has to be counted.
